# For an invertible PAW transformation $T$ in a finite basis, $\operatorname{tr}A=\operatorname{tr}(S^{-1}T^\dagger AT)$ with $S=T^\dagger T$

Let $T$ be an invertible complex square matrix that takes pseudo states to all-electron states, written in a finite orthonormal basis. Let the columns of a unitary matrix $U$ be a complete set of all-electron orbitals. The pseudo orbitals are then the columns of $C=T^{-1}U$, the overlap operator is $S=T^\dagger T$, and an all-electron operator $A$ has the pseudo operator $\tilde A=T^\dagger AT$.

I believe the following: $C^\dagger SC=1$, $CC^\dagger=S^{-1}$, $\operatorname{tr}A=\operatorname{tr}(S^{-1}\tilde A)$ for every $A$, and $C$ is unitary only when $S=1$. The trace formula is the part that worries me. Expectation values in PAW are computed from $\tilde A$ with no $S^{-1}$ in sight, yet for $T=\operatorname{diag}(2,1)$ and $A=1$ the plain trace of $\tilde A$ is 5 and not 2. Can all of this be derived cleanly, stated rigorously and checked by machine?

## Everything follows from $TC=U$

Yes, and the two observations about $S^{-1}$ agree with each other. Start with orthonormality. Since $TC=U$,

$$C^\dagger SC=C^\dagger T^\dagger TC=(TC)^\dagger(TC)=U^\dagger U=1 .$$

This says that $C^\dagger S$ is a left inverse of $C$. For square matrices a left inverse is also a right inverse, so $C(C^\dagger S)=1$. Regrouped, this is $(CC^\dagger)S=1$, and the same argument gives $S(CC^\dagger)=1$. Hence

$$CC^\dagger=S^{-1}.$$

The unitarity criterion is now immediate. $C$ is unitary exactly when $CC^\dagger=1$, which means $S^{-1}=1$, or $S=1$.

For the trace, take the special case $U=1$, $C=T^{-1}$. The completeness relation becomes $S^{-1}=T^{-1}(T^{-1})^\dagger$. Because $(T^{-1})^\dagger T^\dagger=(TT^{-1})^\dagger=1$,

$$S^{-1}\tilde A=T^{-1}(T^{-1})^\dagger T^\dagger AT=T^{-1}AT .$$

So $S^{-1}\tilde A$ is similar to $A$, and cyclicity gives $\operatorname{tr}(S^{-1}\tilde A)=\operatorname{tr}(ATT^{-1})=\operatorname{tr}A$. The same expression for $S^{-1}$ gives a product rule:

$$\tilde A\,S^{-1}\tilde B=T^\dagger A\,(TT^{-1})\,\bigl((T^{-1})^\dagger T^\dagger\bigr)\,BT=T^\dagger ABT=\widetilde{AB}.$$

### Why expectation values carry no $S^{-1}$

Let $F$ be a matrix of occupations in the orbital basis. The pseudo density matrix is $CFC^\dagger$, and moving one factor $T$ around the trace gives

$$\operatorname{tr}(CFC^\dagger\,T^\dagger AT)=\operatorname{tr}\bigl((TC)F(TC)^\dagger A\bigr).$$

The right-hand side is the all-electron expectation value. No $S^{-1}$ has to be added, because the pseudo density matrix already contains what is needed: for $F=1$ it is $CC^\dagger=S^{-1}$, and the trace formula comes back.

### When the plain trace is right

By cyclicity, $\operatorname{tr}\tilde A=\operatorname{tr}(TT^\dagger A)$. If $S=1$, then also $TT^\dagger=1$, and the plain trace is correct for every $A$. Conversely, suppose that it is correct for every $A$, and put $D=TT^\dagger-1$. Then $\operatorname{tr}(DA)=0$ for all $A$. Choose $A=D$. Since $D$ is Hermitian,

$$0=\operatorname{tr}(D^\dagger D)=\sum_{i,j}|D_{ij}|^2,$$

so $D=0$, which means $TT^\dagger=1$ and therefore $S=T^\dagger T=1$.

### Two orbitals with $T=\operatorname{diag}(2,1)$

Here $S=\operatorname{diag}(4,1)$. For $A=1$ the pseudo operator is $S$ itself, with trace 5, while $S^{-1}\tilde A=1$ has trace 2. To see the orbitals as well, take

$$U=\frac1{\sqrt2}\begin{pmatrix}1&1\\1&-1\end{pmatrix},\qquad C=\frac1{\sqrt2}\begin{pmatrix}\tfrac12&\tfrac12\\1&-1\end{pmatrix}.$$

In the ordinary inner product each column of $C$ has squared norm $\tfrac12(\tfrac14+1)=\tfrac58$, and the two columns overlap by $\tfrac12(\tfrac14-1)=-\tfrac38$. With $S$ inserted, the squared norms become $\tfrac12(1+1)=1$ and the overlap becomes $\tfrac12(1-1)=0$. Multiplying out $CC^\dagger$ gives $\operatorname{diag}(\tfrac14,1)=S^{-1}$.

### A singular $T$ loses the trace

Take $T=\operatorname{diag}(1,0)$. The operators $A=1$ and $A=\operatorname{diag}(1,0)$ have traces 2 and 1, but both have the pseudo operator $\operatorname{diag}(1,0)$. No formula that uses only $T$ and $\tilde A$ can recover $\operatorname{tr}A$. Orthonormality fails too: $S=\operatorname{diag}(1,0)$ has determinant zero, so no square $C$ satisfies $C^\dagger SC=1$.

## The matrices and hypotheses in Lean

The type `n` labels a finite orthonormal basis, and `Matrix n n ℂ` holds operators and orbital coefficients alike. The adjoint $T^\dagger$ is written `Tᴴ`. The definitions `overlap T` and `pseudoOp T A` are $S$ and $\tilde A$. An orbital matrix has its orbitals in the columns, and membership in `unitaryGroup n ℂ` says that they are orthonormal and complete.

The main theorem, `operator_transformation`, has two hypotheses. The first, `hT : IsUnit T.det`, says that $T$ is invertible. Physically, every all-electron state comes from exactly one pseudo state, and no nonzero pseudo state is mapped to zero. The second, `hU`, says that $U$ is unitary. The conclusion is a conjunction of the four claims in the question, with $C$ written out as `T⁻¹ * U`. The trace formula in it holds for all matrices $A$, Hermitian or not.

Four further theorems complete the picture:

- `pseudoOp_mul` is the product rule $\tilde A\,S^{-1}\tilde B=\widetilde{AB}$ for invertible $T$.
- `expectation_eq` holds for arbitrary $T$, $C$, $F$ and $A$, with no hypothesis at all. When $TC$ holds the all-electron orbitals and $F$ their occupations, it equates the pseudo and all-electron expressions for the expectation value.
- `plain_trace_iff` says that the plain trace is right for every operator exactly when $S=1$. It does not assume that $T$ is invertible.
- `plain_trace_diag_two_one` contains the three numbers 5, 2 and 2 of the example.

The model takes $T$ as a given matrix. It does not build $T$ from partial waves and projectors, and it does not treat the errors of an incomplete partial-wave set, a frozen core or an infinite-dimensional state space. The orbital matrix is square, so there are as many orbitals as basis functions; a partly filled set is described through $F$. Within this finite model with an exactly invertible $T$, the results show where $S^{-1}$ belongs in products of pseudo operators and in traces over the full space.

```lean
import Mathlib

open Matrix
open scoped ComplexOrder

namespace PAWOperatorTransformation

noncomputable section

variable {n : Type*} [Fintype n] [DecidableEq n]

/-- The overlap operator `S = T† T` of the transformation `T` from pseudo to all-electron
states. -/
def overlap (T : Matrix n n ℂ) : Matrix n n ℂ := Tᴴ * T

/-- The pseudo operator `T† A T` belonging to the all-electron operator `A`. -/
def pseudoOp (T A : Matrix n n ℂ) : Matrix n n ℂ := Tᴴ * A * T

/-- If the all-electron orbitals `T C` are orthonormal and complete, the pseudo orbitals `C`
are orthonormal with respect to the overlap operator. -/
theorem pseudo_orthonormal {T C : Matrix n n ℂ} (h : T * C ∈ unitaryGroup n ℂ) :
    Cᴴ * overlap T * C = 1 := by
  have h1 : (T * C)ᴴ * (T * C) = 1 := Matrix.mem_unitaryGroup_iff'.mp h
  calc Cᴴ * overlap T * C = (T * C)ᴴ * (T * C) := by
        simp only [overlap, Matrix.conjTranspose_mul, Matrix.mul_assoc]
    _ = 1 := h1

/-- Completeness of the pseudo orbitals: `C C†` is inverse to the overlap operator. -/
theorem pseudo_completeness {T C : Matrix n n ℂ} (h : T * C ∈ unitaryGroup n ℂ) :
    overlap T * (C * Cᴴ) = 1 := by
  -- for square matrices a left inverse is also a right inverse
  have h2 : C * (Cᴴ * overlap T) = 1 := mul_eq_one_comm.mp (pseudo_orthonormal h)
  rw [← Matrix.mul_assoc] at h2
  exact mul_eq_one_comm.mp h2

/-- Pseudo orbitals of a complete orthonormal all-electron set form a unitary matrix exactly
when the overlap operator is the identity. -/
theorem pseudo_unitary_iff {T C : Matrix n n ℂ} (h : T * C ∈ unitaryGroup n ℂ) :
    C ∈ unitaryGroup n ℂ ↔ overlap T = 1 := by
  have h2 := pseudo_completeness h
  constructor
  · intro hC
    have h1 : C * Cᴴ = 1 := Matrix.mem_unitaryGroup_iff.mp hC
    rwa [h1, Matrix.mul_one] at h2
  · intro hS
    rw [hS, Matrix.one_mul] at h2
    exact Matrix.mem_unitaryGroup_iff.mpr h2

/-- Product rule: the pseudo operator of `A B` is the product of the two pseudo operators
with the inverse overlap between them. -/
theorem pseudoOp_mul {T : Matrix n n ℂ} (hT : IsUnit T.det) (A B : Matrix n n ℂ) :
    pseudoOp T A * (overlap T)⁻¹ * pseudoOp T B = pseudoOp T (A * B) := by
  have h1 : T * T⁻¹ = 1 := Matrix.mul_nonsing_inv T hT
  have h2 : (T⁻¹)ᴴ * Tᴴ = 1 := by
    rw [← Matrix.conjTranspose_mul, h1, Matrix.conjTranspose_one]
  have hS : (overlap T)⁻¹ = T⁻¹ * (T⁻¹)ᴴ :=
    Matrix.inv_eq_right_inv (pseudo_completeness (by rw [h1]; exact one_mem _))
  rw [hS]
  unfold pseudoOp
  calc Tᴴ * A * T * (T⁻¹ * (T⁻¹)ᴴ) * (Tᴴ * B * T)
      = Tᴴ * A * (T * T⁻¹) * ((T⁻¹)ᴴ * Tᴴ) * B * T := by simp only [Matrix.mul_assoc]
    _ = Tᴴ * (A * B) * T := by
        rw [h1, h2]
        simp only [Matrix.mul_one, Matrix.mul_assoc]

/-- The trace of an all-electron operator is the trace of its pseudo operator multiplied by
the inverse overlap. -/
theorem trace_eq_trace_inv_overlap {T : Matrix n n ℂ} (hT : IsUnit T.det)
    (A : Matrix n n ℂ) :
    A.trace = ((overlap T)⁻¹ * pseudoOp T A).trace := by
  have h1 : T * T⁻¹ = 1 := Matrix.mul_nonsing_inv T hT
  have h2 : (T⁻¹)ᴴ * Tᴴ = 1 := by
    rw [← Matrix.conjTranspose_mul, h1, Matrix.conjTranspose_one]
  have hS : (overlap T)⁻¹ = T⁻¹ * (T⁻¹)ᴴ :=
    Matrix.inv_eq_right_inv (pseudo_completeness (by rw [h1]; exact one_mem _))
  -- the product is similar to `A`
  have h3 : (overlap T)⁻¹ * pseudoOp T A = T⁻¹ * (A * T) := by
    rw [hS]
    unfold pseudoOp
    calc T⁻¹ * (T⁻¹)ᴴ * (Tᴴ * A * T) = T⁻¹ * (((T⁻¹)ᴴ * Tᴴ) * (A * T)) := by
          simp only [Matrix.mul_assoc]
      _ = T⁻¹ * (A * T) := by rw [h2, Matrix.one_mul]
  rw [h3, Matrix.trace_mul_comm, Matrix.mul_assoc, h1, Matrix.mul_one]

omit [DecidableEq n] in
/-- For arbitrary square matrices `T`, `C`, `F` and `A`, the trace of `C F C†` times the pseudo
operator of `A` equals the trace of `(T C) F (T C)†` times `A`. -/
theorem expectation_eq (T C F A : Matrix n n ℂ) :
    (C * F * Cᴴ * pseudoOp T A).trace = ((T * C) * F * (T * C)ᴴ * A).trace := by
  calc (C * F * Cᴴ * pseudoOp T A).trace = ((C * F * Cᴴ * Tᴴ * A) * T).trace := by
        simp only [pseudoOp, Matrix.mul_assoc]
    _ = (T * (C * F * Cᴴ * Tᴴ * A)).trace := Matrix.trace_mul_comm _ _
    _ = ((T * C) * F * (T * C)ᴴ * A).trace := by
        simp only [Matrix.conjTranspose_mul, Matrix.mul_assoc]

/-- The operator transformation for invertible `T` and unitary `U`, with pseudo orbitals
`C = T⁻¹ U`: generalized orthonormality, completeness, the trace formula, and the criterion
for `C` to be unitary. -/
theorem operator_transformation {T U : Matrix n n ℂ} (hT : IsUnit T.det)
    (hU : U ∈ unitaryGroup n ℂ) :
    (T⁻¹ * U)ᴴ * overlap T * (T⁻¹ * U) = 1 ∧
    (T⁻¹ * U) * (T⁻¹ * U)ᴴ = (overlap T)⁻¹ ∧
    (∀ A : Matrix n n ℂ, A.trace = ((overlap T)⁻¹ * pseudoOp T A).trace) ∧
    (T⁻¹ * U ∈ unitaryGroup n ℂ ↔ overlap T = 1) := by
  have h : T * (T⁻¹ * U) ∈ unitaryGroup n ℂ := by
    rw [← Matrix.mul_assoc, Matrix.mul_nonsing_inv T hT, Matrix.one_mul]
    exact hU
  exact ⟨pseudo_orthonormal h, (Matrix.inv_eq_right_inv (pseudo_completeness h)).symm,
    trace_eq_trace_inv_overlap hT, pseudo_unitary_iff h⟩

/-- The plain trace of the pseudo operator agrees with the all-electron trace for every
operator exactly when the overlap operator is the identity. -/
theorem plain_trace_iff (T : Matrix n n ℂ) :
    (∀ A : Matrix n n ℂ, (pseudoOp T A).trace = A.trace) ↔ overlap T = 1 := by
  have key : ∀ A : Matrix n n ℂ, (pseudoOp T A).trace = (T * Tᴴ * A).trace := by
    intro A
    unfold pseudoOp
    rw [Matrix.trace_mul_comm, Matrix.mul_assoc]
  constructor
  · intro h
    -- test the identity on the deviation of `T T†` from the identity
    obtain ⟨D, hD⟩ : ∃ D : Matrix n n ℂ, D = T * Tᴴ - 1 := ⟨_, rfl⟩
    have hDH : Dᴴ = D := by
      rw [hD, Matrix.conjTranspose_sub, Matrix.conjTranspose_mul,
        Matrix.conjTranspose_conjTranspose, Matrix.conjTranspose_one]
    have h0 : (Dᴴ * D).trace = 0 := by
      calc (Dᴴ * D).trace = ((T * Tᴴ - 1) * D).trace := by rw [hDH, ← hD]
        _ = (T * Tᴴ * D).trace - D.trace := by
            rw [Matrix.sub_mul, Matrix.one_mul, Matrix.trace_sub]
        _ = 0 := by rw [← key, h D, sub_self]
    have hz : D = 0 := Matrix.trace_conjTranspose_mul_self_eq_zero_iff.mp h0
    rw [hz] at hD
    exact mul_eq_one_comm.mp (sub_eq_zero.mp hD.symm)
  · intro hS A
    have h1 : T * Tᴴ = 1 := mul_eq_one_comm.mp hS
    rw [key, h1, Matrix.one_mul]

/-- For `T = diag(2, 1)` and the identity operator, the plain pseudo trace is 5, while the
all-electron trace and the trace with the inverse overlap are both 2. -/
theorem plain_trace_diag_two_one :
    (pseudoOp !![2, 0; 0, 1] (1 : Matrix (Fin 2) (Fin 2) ℂ)).trace = 5 ∧
    (1 : Matrix (Fin 2) (Fin 2) ℂ).trace = 2 ∧
    ((overlap !![2, 0; 0, 1])⁻¹ *
      pseudoOp !![2, 0; 0, 1] (1 : Matrix (Fin 2) (Fin 2) ℂ)).trace = 2 := by
  have hdet : IsUnit (!![2, 0; 0, 1] : Matrix (Fin 2) (Fin 2) ℂ).det := by
    norm_num [Matrix.det_fin_two, isUnit_iff_ne_zero]
  have hone : (1 : Matrix (Fin 2) (Fin 2) ℂ).trace = 2 := by
    norm_num [Matrix.trace_fin_two]
  refine ⟨?_, hone, ?_⟩
  · have hconj : (starRingEnd ℂ) 2 = 2 := map_ofNat (starRingEnd ℂ) 2
    norm_num [pseudoOp, Matrix.trace_fin_two, Matrix.mul_apply, Fin.sum_univ_two]
    linear_combination 2 * hconj
  · rw [← trace_eq_trace_inv_overlap hdet, hone]

end

end PAWOperatorTransformation
```

```lean
#print axioms PAWOperatorTransformation.expectation_eq
#print axioms PAWOperatorTransformation.operator_transformation
#print axioms PAWOperatorTransformation.plain_trace_iff
#print axioms PAWOperatorTransformation.plain_trace_diag_two_one
```

```
'PAWOperatorTransformation.expectation_eq' depends on axioms: [propext, Classical.choice, Quot.sound]
'PAWOperatorTransformation.operator_transformation' depends on axioms: [propext, Classical.choice, Quot.sound]
'PAWOperatorTransformation.plain_trace_iff' depends on axioms: [propext, Classical.choice, Quot.sound]
'PAWOperatorTransformation.plain_trace_diag_two_one' depends on axioms: [propext, Classical.choice, Quot.sound]
```

## From regrouping to the trace test

**Orthonormality and completeness.** The first lemmas assume that `T * C` is unitary, instead of fixing $C=T^{-1}U$. `pseudo_orthonormal` regroups $C^\dagger SC$ into $(TC)^\dagger(TC)$ and uses unitarity. `pseudo_completeness` applies `mul_eq_one_comm` twice. This is the fact that one-sided inverses of square matrices are two-sided, and the two uses are the two reversals made above. `pseudo_unitary_iff` then inserts either $CC^\dagger=1$ or $S=1$ into $S(CC^\dagger)=1$ and reads off the other.

**Product rule and trace.** Both `pseudoOp_mul` and `trace_eq_trace_inv_overlap` assume through `hT` that $T$ is invertible. They first establish `hS`, which is $S^{-1}=T^{-1}(T^{-1})^\dagger$. They get it from `pseudo_completeness` with $C=T^{-1}$, where $TC=1$ is trivially unitary. The product rule follows by regrouping and cancelling the pairs in `h1` and `h2`. In the trace proof, `h3` is the similarity $S^{-1}\tilde A=T^{-1}(AT)$, and `Matrix.trace_mul_comm` moves $T^{-1}$ to the right, where it cancels $T$.

**Expectation values.** The `calc` block in `expectation_eq` isolates the last factor $T$, moves it to the front by cyclicity, and regroups the result into $(TC)F(TC)^\dagger A$.

**The main theorem.** `operator_transformation` checks that $T(T^{-1}U)=U$ is unitary and then collects the earlier lemmas. `Matrix.inv_eq_right_inv` turns $S(CC^\dagger)=1$ into the stated equation for $S^{-1}$.

**The plain trace.** In `plain_trace_iff`, `key` is the identity $\operatorname{tr}\tilde A=\operatorname{tr}(TT^\dagger A)$. The forward direction names $D=TT^\dagger-1$, proves in `hDH` that it is Hermitian, and shows in `h0` that $\operatorname{tr}(D^\dagger D)=0$ by applying the assumption to $D$ itself. The lemma `Matrix.trace_conjTranspose_mul_self_eq_zero_iff` plays the part of the sum of squares and gives $D=0$. A last use of `mul_eq_one_comm` passes from $TT^\dagger=1$ to $T^\dagger T=1$. The reverse direction makes that passage the other way and substitutes into `key`.

**The example.** The value 5 comes from expanding the $2\times2$ products, with `hconj` supplying that the complex conjugate of 2 is 2. The corrected trace is not expanded: once the determinant is known to be nonzero, the general trace formula reduces it to $\operatorname{tr}1=2$.
